# Gaussian decay and convergence of the screened Ewald sum over a row of periodic images

In a simulation with periodic boundary conditions, the short-range part of the Ewald energy is computed by looping over pairs closer than a cutoff $r_c$, adding $\operatorname{erfc}(\alpha r)/r$ times the two charges for each pair, and discarding everything beyond. Discarding is safe only if the omitted terms have a small sum, and an estimate of that sum can guide the choice of $r_c$. The estimate is derived here for the images of one charge along a single lattice direction, at distances $nL$ with $n = 1, 2, 3, \dots$, where $L > 0$ is the period.

```lean
import Mathlib

open MeasureTheory Filter Topology
open scoped Real

namespace EwaldRealSpace

noncomputable section
```

## The screened interaction

Ewald's splitting surrounds each point charge with a Gaussian cloud of opposite charge, with density proportional to $e^{-\alpha^2 r^2}$. In Gaussian units, a unit charge together with its cloud produces the potential $\operatorname{erfc}(\alpha r)/r$ at distance $r$, where

$$\operatorname{erfc}(x) = \frac{2}{\sqrt\pi}\int_x^\infty e^{-t^2}\,dt .$$

```lean
/-- The complementary error function, `2/√π` times the Gaussian integral over `(x, ∞)`. -/
def erfc (x : ℝ) : ℝ := 2 / √π * ∫ t in Set.Ioi x, Real.exp (-t ^ 2)
```

The function is defined directly by its integral, for every real $x$. `Set.Ioi x` is the open half-line $(x,\infty)$, and `-t ^ 2` is read as $-(t^2)$.

The $n$-th image sits at $r = nL$ and contributes

$$u_n = \frac{\operatorname{erfc}(\alpha n L)}{nL}.$$

```lean
/-- The real-space Ewald term of the `n`-th periodic image, at distance `n L` and with screening
parameter `α`; the physical reading is for `n ≥ 1` and `L > 0`. -/
def imageTerm (α L : ℝ) (n : ℕ) : ℝ := erfc (α * (n * L)) / (n * L)
```

In `imageTerm α L n` the image number is a natural number, while $\alpha$ and $L$ are arbitrary reals. Their positivity enters as a hypothesis of the theorems: $\alpha > 0$ says that the screening cloud has a finite width $1/\alpha$. The charges are set to one, and only images on one side are counted, so a row extending in both directions gives twice the sum. The compensating long-range part, which Ewald's method evaluates in reciprocal space, does not enter.

## A Gaussian tail with a closed form

The integral of $e^{-t^2}$ over the whole line is finite, so its integral over any half-line is finite too.

```lean
/-- The Gaussian `exp (-t²)` is integrable over every half-line `(x, ∞)`. -/
theorem gaussian_integrableOn (x : ℝ) :
    IntegrableOn (fun t : ℝ => Real.exp (-t ^ 2)) (Set.Ioi x) := by
  have h : Integrable (fun t : ℝ => Real.exp (-t ^ 2)) := by
    simpa using integrable_exp_neg_mul_sq (one_pos : (0 : ℝ) < 1)
  exact h.integrableOn
```

The tail integral has no elementary antiderivative, but a slightly larger integrand does. For $t > 0$,

$$\frac{d}{dt}\left(-\frac{e^{-t^2}}{2t}\right) = e^{-t^2} + \frac{e^{-t^2}}{2t^2} = e^{-t^2}\left(1 + \frac{1}{2t^2}\right).$$

The function in brackets on the left vanishes as $t \to \infty$. Integrating from $x > 0$ to infinity therefore gives

$$\int_x^\infty e^{-t^2}\left(1 + \frac{1}{2t^2}\right)dt = \frac{e^{-x^2}}{2x}.$$

```lean
/-- For `x > 0` the Gaussian with the correction factor `1 + 1/(2t²)` is integrable over
`(x, ∞)`, and its integral is exactly `exp (-x²)/(2x)`. -/
theorem corrected_tail {x : ℝ} (hx : 0 < x) :
    IntegrableOn (fun t : ℝ => Real.exp (-t ^ 2) * (1 + 1 / (2 * t ^ 2))) (Set.Ioi x) ∧
    ∫ t in Set.Ioi x, Real.exp (-t ^ 2) * (1 + 1 / (2 * t ^ 2))
      = Real.exp (-x ^ 2) / (2 * x) := by
  -- the antiderivative is `-exp (-t²)/(2t)`
  have hd : ∀ t ∈ Set.Ici x, HasDerivAt (fun s : ℝ => -(Real.exp (-s ^ 2) / (2 * s)))
      (Real.exp (-t ^ 2) * (1 + 1 / (2 * t ^ 2))) t := by
    intro t ht
    have ht0 : 0 < t := lt_of_lt_of_le hx ht
    have h1 : HasDerivAt (fun s : ℝ => Real.exp (-s ^ 2))
        (Real.exp (-t ^ 2) * (-(2 * t))) t :=
      ((hasDerivAt_pow 2 t).fun_neg.exp).congr_deriv (by simp)
    have h2 : HasDerivAt (fun s : ℝ => 2 * s) 2 t :=
      ((hasDerivAt_id' t).const_mul (2 : ℝ)).congr_deriv (by norm_num)
    exact (h1.fun_div h2 (by positivity)).fun_neg.congr_deriv (by field_simp; ring)
  have hpos : ∀ t ∈ Set.Ioi x, 0 ≤ Real.exp (-t ^ 2) * (1 + 1 / (2 * t ^ 2)) :=
    fun t _ => by positivity
  -- it vanishes at infinity
  have hlim : Tendsto (fun s : ℝ => -(Real.exp (-s ^ 2) / (2 * s))) atTop (𝓝 0) := by
    have h1 : Tendsto (fun s : ℝ => Real.exp (-s ^ 2)) atTop (𝓝 0) :=
      Real.tendsto_exp_atBot.comp
        (tendsto_neg_atTop_atBot.comp (tendsto_pow_atTop two_ne_zero))
    have h2 : Tendsto (fun s : ℝ => 2 * s) atTop atTop :=
      tendsto_id.const_mul_atTop two_pos
    have h3 := (h1.div_atTop h2).neg
    simpa only [neg_zero] using h3
  refine ⟨integrableOn_Ioi_deriv_of_nonneg' hd hpos hlim, ?_⟩
  rw [integral_Ioi_of_hasDerivAt_of_nonneg' hd hpos hlim]
  ring
```

The theorem `corrected_tail` states integrability together with the value, because the comparisons of integrals below use both. In the proof, `hd` is the derivative above, obtained from the quotient rule, and `hlim` is the limit at infinity. Since the derivative is nonnegative (`hpos`), Mathlib's fundamental theorem of calculus on a half-line yields both parts from these two facts.

## The upper bound on erfc

The correction factor $1 + 1/(2t^2)$ is at least one. Dropping it can only lower the integral, so

$$\int_x^\infty e^{-t^2}\,dt \le \frac{e^{-x^2}}{2x},
\qquad\text{and hence}\qquad
\operatorname{erfc}(x) \le \frac{2}{\sqrt\pi}\cdot\frac{e^{-x^2}}{2x} = \frac{e^{-x^2}}{x\sqrt\pi}
\quad (x > 0).$$

```lean
/-- Gaussian decay of the screening function: `erfc x ≤ exp (-x²)/(x √π)` for `x > 0`. -/
theorem erfc_le {x : ℝ} (hx : 0 < x) : erfc x ≤ Real.exp (-x ^ 2) / (x * √π) := by
  obtain ⟨hint, hval⟩ := corrected_tail hx
  have hpi : √π ≠ 0 := by positivity
  -- the correction factor is at least one
  have hI : ∫ t in Set.Ioi x, Real.exp (-t ^ 2) ≤ Real.exp (-x ^ 2) / (2 * x) := by
    rw [← hval]
    refine setIntegral_mono_on (gaussian_integrableOn x) hint measurableSet_Ioi ?_
    intro t _
    have h : 0 ≤ 1 / (2 * t ^ 2) := by positivity
    nlinarith [mul_nonneg (Real.exp_pos (-t ^ 2)).le h]
  calc erfc x ≤ 2 / √π * (Real.exp (-x ^ 2) / (2 * x)) :=
        mul_le_mul_of_nonneg_left hI (by positivity)
    _ = Real.exp (-x ^ 2) / (x * √π) := by field_simp
```

The comparison of integrands is carried out by `setIntegral_mono_on`, which needs both functions to be integrable; this is where `gaussian_integrableOn` is used. The final `calc` block multiplies by $2/\sqrt\pi$ and simplifies.

The hypothesis $x > 0$ is needed. At $x = -1$ the right-hand side is negative, whereas erfc is an integral of a positive function and so is positive.

## How much the bound gives away

On $(x,\infty)$ the correction factor is largest at the left end, so $1 + 1/(2t^2) \le 1 + 1/(2x^2)$. Inserting this into the closed form gives

$$\frac{e^{-x^2}}{2x} \le \left(1 + \frac{1}{2x^2}\right)\int_x^\infty e^{-t^2}\,dt,$$

and multiplication by $2/\sqrt\pi$ turns it into

$$\frac{e^{-x^2}}{x\sqrt\pi} \le \left(1 + \frac{1}{2x^2}\right)\operatorname{erfc}(x).$$

```lean
/-- For `x > 0` the decay bound exceeds `erfc x` by at most the factor `1 + 1/(2x²)`. -/
theorem erfc_bound_sharp {x : ℝ} (hx : 0 < x) :
    Real.exp (-x ^ 2) / (x * √π) ≤ (1 + 1 / (2 * x ^ 2)) * erfc x := by
  obtain ⟨hint, hval⟩ := corrected_tail hx
  have hpi : √π ≠ 0 := by positivity
  -- on `(x, ∞)` the correction factor is largest at the left end
  have hI : Real.exp (-x ^ 2) / (2 * x)
      ≤ (1 + 1 / (2 * x ^ 2)) * ∫ t in Set.Ioi x, Real.exp (-t ^ 2) := by
    rw [← hval, ← integral_const_mul]
    refine setIntegral_mono_on hint ((gaussian_integrableOn x).const_mul _)
      measurableSet_Ioi ?_
    intro t ht
    have hxt : x ≤ t := (Set.mem_Ioi.mp ht).le
    have h : 1 / (2 * t ^ 2) ≤ 1 / (2 * x ^ 2) := by gcongr
    nlinarith [mul_le_mul_of_nonneg_left h (Real.exp_pos (-t ^ 2)).le]
  calc Real.exp (-x ^ 2) / (x * √π) = 2 / √π * (Real.exp (-x ^ 2) / (2 * x)) := by
        field_simp
    _ ≤ 2 / √π * ((1 + 1 / (2 * x ^ 2)) * ∫ t in Set.Ioi x, Real.exp (-t ^ 2)) :=
        mul_le_mul_of_nonneg_left hI (by positivity)
    _ = (1 + 1 / (2 * x ^ 2)) * erfc x := by
        rw [erfc, mul_left_comm]
```

The proof has the same structure as the previous one, with the constant factor moved inside the integral by `integral_const_mul`. Together the two inequalities confine the ratio of the bound to erfc between $1$ and $1 + 1/(2x^2)$. At $x = 3$ the bound is too large by at most one part in eighteen, and the excess tends to zero as $x$ grows. For small $x$ the bound is poor, but a cutoff is normally placed where $\alpha r_c$ is well above one.

## Distant images fall below a geometric sequence

Let $M \ge 1$ be the first image that is left out, and write the omitted images as $n = M + k$ with $k = 0, 1, 2, \dots$. The bound on erfc at $x = \alpha(M+k)L$ gives

$$u_{M+k} \le \frac{e^{-\alpha^2 (M+k)^2 L^2}}{\sqrt\pi\,\alpha\,(M+k)^2L^2}.$$

In the exponent, $(M+k)^2 = M^2 + 2Mk + k^2 \ge M^2 + 2Mk$. In the denominator, $(M+k)^2 \ge M^2$. Neither replacement lowers the right-hand side, and the result is

$$u_{M+k} \le \frac{e^{-(\alpha M L)^2}}{\sqrt\pi\,\alpha\,(ML)^2}\; q^k,
\qquad q = e^{-2M(\alpha L)^2}.$$

```lean
/-- For `α, L > 0` the image terms from the `M`-th on, `M ≥ 1`, are bounded by a geometric
sequence with ratio `exp (-2M(αL)²)`. -/
theorem imageTerm_le {α L : ℝ} (hα : 0 < α) (hL : 0 < L) {M : ℕ} (hM : 1 ≤ M) (k : ℕ) :
    imageTerm α L (M + k) ≤ Real.exp (-(α * (M * L)) ^ 2) / (√π * α * (M * L) ^ 2)
      * Real.exp (-(2 * M * (α * L) ^ 2)) ^ k := by
  have hM' : (0 : ℝ) < M := by exact_mod_cast hM
  have hk : (0 : ℝ) ≤ k := k.cast_nonneg
  have hr : 0 < ((M : ℝ) + k) * L := by positivity
  have hR : (M : ℝ) * L ≤ ((M : ℝ) + k) * L := by nlinarith [mul_nonneg hk hL.le]
  -- `(M + k)² ≥ M² + 2Mk` in the exponent
  have hexp : Real.exp (-(α * (((M : ℝ) + k) * L)) ^ 2)
      ≤ Real.exp (-(α * (M * L)) ^ 2) * Real.exp (-(2 * M * (α * L) ^ 2)) ^ k := by
    rw [← Real.exp_nat_mul, ← Real.exp_add]
    apply Real.exp_le_exp.mpr
    nlinarith [sq_nonneg (α * L * k)]
  rw [imageTerm, Nat.cast_add]
  calc erfc (α * (((M : ℝ) + k) * L)) / (((M : ℝ) + k) * L)
      ≤ Real.exp (-(α * (((M : ℝ) + k) * L)) ^ 2) / (α * (((M : ℝ) + k) * L) * √π)
          / (((M : ℝ) + k) * L) :=
        div_le_div_of_nonneg_right (erfc_le (mul_pos hα hr)) hr.le
    _ = Real.exp (-(α * (((M : ℝ) + k) * L)) ^ 2)
          / (√π * α * (((M : ℝ) + k) * L) ^ 2) := by
        rw [div_div]
        congr 1
        ring
    _ ≤ Real.exp (-(α * (M * L)) ^ 2) * Real.exp (-(2 * M * (α * L) ^ 2)) ^ k
          / (√π * α * (M * L) ^ 2) :=
        div_le_div₀ (by positivity) hexp (by positivity)
          (mul_le_mul_of_nonneg_left (pow_le_pow_left₀ (by positivity) hR 2)
            (by positivity))
    _ = _ := (div_mul_eq_mul_div _ _ _).symm
```

The inequality for the exponentials is `hexp`. There `Real.exp_nat_mul` converts the power $q^k$ into a single exponential, after which the claim reduces to $(\alpha L k)^2 \ge 0$, the square supplied to `nlinarith`. The `calc` block then applies `erfc_le`, collects the denominator, and uses `div_le_div₀` to enlarge the numerator and shrink the denominator in one step.

## The truncation error

Since $\alpha$, $L$ and $M$ are positive, $0 < q < 1$ and $\sum_{k\ge0} q^k = 1/(1-q)$. The terms $u_{M+k}$ are nonnegative and lie below a convergent geometric series, so their sum converges and satisfies

$$\sum_{k=0}^{\infty} u_{M+k} \le \frac{e^{-(\alpha M L)^2}}{\sqrt\pi\,\alpha\,(ML)^2}\cdot\frac{1}{1 - e^{-2M(\alpha L)^2}} .$$

```lean
/-- Truncation error of the real-space sum: for `α, L > 0` and `M ≥ 1` the images from the
`M`-th on have a convergent sum, with an explicit Gaussian bound in the distance `M L`. -/
theorem truncation_error {α L : ℝ} (hα : 0 < α) (hL : 0 < L) {M : ℕ} (hM : 1 ≤ M) :
    Summable (fun k : ℕ => imageTerm α L (M + k)) ∧
    ∑' k : ℕ, imageTerm α L (M + k)
      ≤ Real.exp (-(α * (M * L)) ^ 2) / (√π * α * (M * L) ^ 2)
        / (1 - Real.exp (-(2 * M * (α * L) ^ 2))) := by
  have hM' : (0 : ℝ) < M := by exact_mod_cast hM
  have hq : Real.exp (-(2 * M * (α * L) ^ 2)) < 1 :=
    Real.exp_lt_one_iff.mpr (neg_lt_zero.mpr (by positivity))
  have hg := (hasSum_geometric_of_lt_one (Real.exp_pos _).le hq).mul_left
    (Real.exp (-(α * (M * L)) ^ 2) / (√π * α * (M * L) ^ 2))
  have h0 : ∀ k : ℕ, 0 ≤ imageTerm α L (M + k) := fun k =>
    div_nonneg (mul_nonneg (by positivity)
      (setIntegral_nonneg measurableSet_Ioi fun t _ => (Real.exp_pos _).le))
      (by positivity)
  have hs : Summable (fun k : ℕ => imageTerm α L (M + k)) :=
    Summable.of_nonneg_of_le h0 (imageTerm_le hα hL hM) hg.summable
  exact ⟨hs, (hasSum_le (imageTerm_le hα hL hM) hs.hasSum hg).trans_eq
    (div_eq_mul_inv _ _).symm⟩
```

`Summable` is Lean's statement that the series converges, and `∑'` denotes its sum. The proof establishes $q < 1$ as `hq`, the scaled geometric series as `hg` and nonnegativity as `h0`. Convergence follows by comparison, and `hasSum_le` then compares the two sums term by term.

Take $\alpha L = 1$ and keep only $n = 1$ and $n = 2$, so that $M = 3$. The bound is

$$\frac{e^{-9}}{9\sqrt\pi\,(1 - e^{-6})}\cdot\frac1L \approx \frac{7.8\times10^{-6}}{L},$$

while the first omitted term alone is about $7.4\times10^{-6}/L$. Almost all of the error is in that first term. If $M(\alpha L)^2$ is small, $q$ is close to one and the factor $1/(1-q)$ in the bound becomes large.

A program that takes a cutoff $r_c$ and a tolerance $\delta < 1$ as input can set the screening parameter from the exponential alone:

$$e^{-(\alpha r_c)^2} = \delta
\qquad\Longrightarrow\qquad
\alpha = \frac{\sqrt{\ln(1/\delta)}}{r_c}.$$

For $\delta = 10^{-5}$ this gives $\alpha r_c \approx 3.39$, and the bound on erfc then puts $\operatorname{erfc}(\alpha r_c)$ about a factor of six below $\delta$. At a fixed accuracy, a larger $\alpha$ allows a shorter real-space cutoff but requires more reciprocal-space vectors. In a three-dimensional crystal the number of images in a shell grows roughly as $r^2$, so a total error estimate also needs a count of neighbours and the actual charges, neither of which the one-row theorem supplies.

## Convergence of the whole row

Setting $M = 1$ means that no image is kept and the omitted part is the entire sum. The previous result then says that

$$\sum_{n=1}^{\infty}\frac{\operatorname{erfc}(\alpha n L)}{nL} < \infty
\qquad (\alpha > 0,\ L > 0).$$

```lean
/-- The real-space Ewald sum of `erfc (α n L)/(n L)` over the images `n ≥ 1` converges for
`α, L > 0`. -/
theorem image_sum_summable {α L : ℝ} (hα : 0 < α) (hL : 0 < L) :
    Summable (fun k : ℕ => imageTerm α L (k + 1)) := by
  simpa only [add_comm] using (truncation_error hα hL (le_refl 1)).1
```

The summation index in Lean starts at $k = 0$ and the image number is $n = k + 1$, so the charge in the home cell is left out. The proof takes the first half of `truncation_error` at $M = 1$ and exchanges $1 + k$ for $k + 1$.

## Without screening the sum diverges

Convergence depends on $\alpha$ being strictly positive. At $\alpha = 0$ the half-line Gaussian integral is $\sqrt\pi/2$, so

$$\operatorname{erfc}(0) = \frac{2}{\sqrt\pi}\cdot\frac{\sqrt\pi}{2} = 1,
\qquad
u_n = \frac{1}{nL}.$$

These are the bare Coulomb terms of a row of equal charges. Multiplied by $L$ they form the harmonic series, which diverges.

```lean
/-- At `α = 0` and `L > 0` the image sum diverges. -/
theorem unscreened_not_summable {L : ℝ} (hL : 0 < L) :
    ¬ Summable (fun k : ℕ => imageTerm 0 L (k + 1)) := by
  intro h
  have hpi : √π ≠ 0 := by positivity
  have hz : erfc 0 = 1 := by
    have hG := integral_gaussian_Ioi 1
    simp only [neg_mul, one_mul, div_one] at hG
    rw [erfc, hG]
    field_simp
  -- without screening the terms are those of the harmonic series
  have h1 : ∀ k : ℕ, imageTerm 0 L (k + 1) * L = 1 / ((k + 1 : ℕ) : ℝ) := by
    intro k
    have hk : ((k + 1 : ℕ) : ℝ) ≠ 0 := Nat.cast_ne_zero.mpr k.succ_ne_zero
    rw [imageTerm, zero_mul, hz]
    field_simp
  have h2 := h.mul_right L
  simp only [h1] at h2
  exact Real.not_summable_one_div_natCast
    ((summable_nat_add_iff (f := fun n : ℕ => 1 / (n : ℝ)) 1).mp h2)

end

end EwaldRealSpace
```

The value $\operatorname{erfc}(0) = 1$ is `hz`, and `h1` identifies $L\,u_{k+1}$ with $1/(k+1)$. If the image sum converged, multiplying it by $L$ would make the harmonic series converge as well, contradicting `Real.not_summable_one_div_natCast`. The hypothesis $\alpha > 0$ in `image_sum_summable` therefore cannot be relaxed to $\alpha \ge 0$.

```lean
#print axioms EwaldRealSpace.erfc_bound_sharp
-- 'EwaldRealSpace.erfc_bound_sharp' depends on axioms: [propext, Classical.choice, Quot.sound]
#print axioms EwaldRealSpace.image_sum_summable
-- 'EwaldRealSpace.image_sum_summable' depends on axioms: [propext, Classical.choice, Quot.sound]
#print axioms EwaldRealSpace.unscreened_not_summable
-- 'EwaldRealSpace.unscreened_not_summable' depends on axioms: [propext, Classical.choice, Quot.sound]
```
